# At the co-moving wave vector, Bloch phases add nothing to the strain derivative of a tight-binding matrix

Strain a crystal, hold the Cartesian wave vector k fixed, and differentiate the Bloch matrix. The result mixes the response of the hoppings with a drift of k relative to the deformed reciprocal lattice. If k follows the deformation instead, only the hopping response remains, provided that the on-site terms do not depend on strain and that the hoppings are finitely many and differentiable at their lattice vectors. This matters for stresses in non-interacting tight-binding models, where a k mesh fixed in reciprocal-lattice coordinates moves in this way.

```lean
import Mathlib

open Matrix Topology

namespace BlochStress

noncomputable section

variable {n m : Type*} [Fintype n] [DecidableEq n]
```

## Deformed crystal and Bloch sum

The type `n` labels Cartesian components and `m` the orbitals in a cell. A homogeneous deformation of amplitude s is

F = I + s e.

Here e is any real displacement gradient, not only a symmetric strain, so shears and infinitesimal rotations are included.

```lean
/-- The homogeneous deformation `I + s e` with displacement gradient `e` and amplitude `s`. -/
def deform (e : Matrix n n ℝ) (s : ℝ) : Matrix n n ℝ := 1 + s • e
```

Reciprocal vectors transform with the inverse transpose, so the co-moving wave vector is F⁻ᵀk.

```lean
/-- The wave vector `F⁻ᵀ k` carried along by an invertible deformation `F`. -/
def comoving (F : Matrix n n ℝ) (k : n → ℝ) : n → ℝ := (F⁻¹)ᵀ *ᵥ k
```

Each lattice vector R carries the phase exp(i k·R).

```lean
omit [DecidableEq n] in
/-- The Bloch phase factor `exp(i k·R)`. -/
def phase (k R : n → ℝ) : ℂ := Complex.exp (Complex.I * ((k ⬝ᵥ R : ℝ) : ℂ))
```

With hopping functions t_ab and an arbitrary wave vector q, the Bloch matrix is

H_ab(F, q) = ∑_R t_ab(F R) exp(i q·(F R)).

The sum runs over a finite set `S` of real vectors, which need not belong to a lattice. The orbitals are taken as orthonormal. If a cell holds several atoms, strain in general also moves them relative to one another and changes the hoppings; a function of F R alone leaves this out. On-site terms belong to R = 0, which F leaves in place, so they do not change with strain here.

```lean
/-- The Bloch matrix `∑ t_ab(F R) exp(i q·(F R))` of the deformed crystal at wave vector `q`. -/
def blochMatrix (S : Finset (n → ℝ)) (t : m → m → (n → ℝ) → ℂ)
    (F : Matrix n n ℝ) (q : n → ℝ) : Matrix m m ℂ :=
  Matrix.of fun a b => ∑ R ∈ S, t a b (F *ᵥ R) * phase q (F *ᵥ R)
```

The claimed derivative keeps the phases of the undeformed crystal:

∑_R Dt_ab(R)[e R] exp(i k·R).

In Lean, Dt_ab(R) is `fderiv ℝ (t a b) R`, a real-linear map from displacements to complex numbers.

```lean
/-- The matrix `∑ Dt_ab(R)[e R] exp(i k·R)`, in which only the hoppings respond to strain. -/
def hoppingResponse (S : Finset (n → ℝ)) (t : m → m → (n → ℝ) → ℂ)
    (e : Matrix n n ℝ) (k : n → ℝ) : Matrix m m ℂ :=
  Matrix.of fun a b => ∑ R ∈ S, fderiv ℝ (t a b) R (e *ᵥ R) * phase k R
```

## Why the phases stay fixed

The deformation displaces each lattice vector linearly in s:

F R = R + s e R.

```lean
/-- The deformation `I + s e` moves the lattice vector `R` to `R + s e R`. -/
theorem deform_mulVec (e : Matrix n n ℝ) (s : ℝ) (R : n → ℝ) :
    deform e s *ᵥ R = R + s • (e *ᵥ R) := by
  simp [deform, Matrix.add_mulVec, Matrix.smul_mulVec]
```

If det F ≠ 0, moving the transpose across the scalar product gives

(F⁻ᵀk)·(F R) = k·(F⁻¹F R) = k·R.

Writing F⁻¹k for F⁻ᵀk goes unnoticed as long as F is symmetric, but in general gives wrong phases under simple shear.

```lean
/-- For an invertible deformation, the product of the co-moving wave vector with the deformed
lattice vector equals `k·R`. -/
theorem comoving_dot (F : Matrix n n ℝ) (hF : IsUnit F.det) (k R : n → ℝ) :
    comoving F k ⬝ᵥ (F *ᵥ R) = k ⬝ᵥ R := by
  rw [comoving, Matrix.mulVec_transpose, ← Matrix.dotProduct_mulVec, Matrix.mulVec_mulVec,
    Matrix.nonsing_inv_mul _ hF, Matrix.one_mulVec]
```

Inserted into the Bloch sum, this leaves F only in the hoppings:

H_ab(F, F⁻ᵀk) = ∑_R t_ab(F R) exp(i k·R).

```lean
/-- At the co-moving wave vector of an invertible deformation, the Bloch sum has deformed
hoppings and undeformed phases. -/
theorem blochMatrix_comoving (S : Finset (n → ℝ)) (t : m → m → (n → ℝ) → ℂ)
    (F : Matrix n n ℝ) (hF : IsUnit F.det) (k : n → ℝ) (a b : m) :
    blochMatrix S t F (comoving F k) a b = ∑ R ∈ S, t a b (F *ᵥ R) * phase k R := by
  simp only [blochMatrix, Matrix.of_apply, phase, comoving_dot F hF]
```

## The strain derivative

The point R + s e R moves with velocity e R, so the chain rule gives

d/ds t_ab(R + s e R) at s = 0 is Dt_ab(R)[e R].

```lean
/-- The derivative of `f((I + s e) R)` at `s = 0` is `Df(R)[e R]` if the hopping function `f` is
differentiable at `R`. -/
theorem hopping_hasDerivAt (e : Matrix n n ℝ) (R : n → ℝ) {f : (n → ℝ) → ℂ}
    (hf : DifferentiableAt ℝ f R) :
    HasDerivAt (fun s : ℝ => f (deform e s *ᵥ R)) (fderiv ℝ f R (e *ᵥ R)) 0 := by
  simp only [deform_mulVec]
  have hp : HasDerivAt (fun s : ℝ => R + s • (e *ᵥ R)) (e *ᵥ R) 0 := by
    have h := ((hasDerivAt_id (0 : ℝ)).smul_const (e *ᵥ R)).const_add R
    rw [one_smul] at h
    exact h
  have h0 : HasFDerivAt f (fderiv ℝ f R) (R + (0 : ℝ) • (e *ᵥ R)) := by
    rw [zero_smul, add_zero]
    exact hf.hasFDerivAt
  exact h0.comp_hasDerivAt (0 : ℝ) hp
```

Multiplying by the constant phases and summing gives the hopping response. The previous identity needs an invertible F. Since det(I + s e) is continuous and equals 1 at s = 0, it is nonzero nearby, and a derivative depends only on nearby values. The theorem states this for each matrix element, with `HasDerivAt … 0` meaning the derivative at s = 0. If the set contains R = 0, the hopping functions must be differentiable there too; a function that keeps its on-site value throughout a neighbourhood of 0 meets this condition.

```lean
/-- For hoppings differentiable at the lattice vectors, the strain derivative at zero strain of the
Bloch matrix at the co-moving wave vector is the hopping response, without a phase term. -/
theorem bloch_stress (S : Finset (n → ℝ)) (t : m → m → (n → ℝ) → ℂ)
    (e : Matrix n n ℝ) (k : n → ℝ) (a b : m)
    (ht : ∀ R ∈ S, DifferentiableAt ℝ (t a b) R) :
    HasDerivAt (fun s : ℝ => blochMatrix S t (deform e s) (comoving (deform e s) k) a b)
      (hoppingResponse S t e k a b) 0 := by
  have hsum : HasDerivAt (fun s : ℝ => ∑ R ∈ S, t a b (deform e s *ᵥ R) * phase k R)
      (hoppingResponse S t e k a b) 0 :=
    HasDerivAt.fun_sum fun R hR => (hopping_hasDerivAt e R (ht R hR)).mul_const _
  -- small deformations are invertible, so the phases are frozen near `s = 0`
  have hc : Continuous fun s : ℝ => (deform e s).det :=
    (continuous_const.add (continuous_id.smul continuous_const)).matrix_det
  have h0 : (deform e 0).det ≠ 0 := by simp [deform]
  exact hsum.congr_of_eventuallyEq ((hc.continuousAt.eventually_ne h0).mono fun s hs =>
    blochMatrix_comoving S t _ (isUnit_iff_ne_zero.mpr hs) k a b)
```

With k held fixed, the phase varies as well:

d/ds exp(i k·(R + s e R)) at s = 0 is i k·(e R) exp(i k·R).

The product rule then adds i k·(e R) t_ab(R) exp(i k·R) for each R.

```lean
/-- At a fixed wave vector, for hoppings differentiable at the lattice vectors, the strain
derivative of the Bloch matrix at zero strain is the hopping response plus a phase term
`i k·(e R) t_ab(R) exp(i k·R)` for each lattice vector. -/
theorem bloch_fixed_wavevector (S : Finset (n → ℝ)) (t : m → m → (n → ℝ) → ℂ)
    (e : Matrix n n ℝ) (k : n → ℝ) (a b : m)
    (ht : ∀ R ∈ S, DifferentiableAt ℝ (t a b) R) :
    HasDerivAt (fun s : ℝ => blochMatrix S t (deform e s) k a b)
      (∑ R ∈ S, (fderiv ℝ (t a b) R (e *ᵥ R)
        + Complex.I * ((k ⬝ᵥ (e *ᵥ R) : ℝ) : ℂ) * t a b R) * phase k R) 0 := by
  refine HasDerivAt.fun_sum fun R hR => ?_
  -- the phase now varies through `k·(R + s e R)`
  have hp : HasDerivAt (fun s : ℝ => phase k (deform e s *ᵥ R))
      (Complex.I * ((k ⬝ᵥ (e *ᵥ R) : ℝ) : ℂ) * phase k R) 0 := by
    simp only [deform_mulVec, phase, dotProduct_add, dotProduct_smul, smul_eq_mul]
    have h := ((hasDerivAt_id (0 : ℝ)).mul_const (k ⬝ᵥ (e *ᵥ R))).const_add (k ⬝ᵥ R)
    rw [one_mul] at h
    have h' : HasDerivAt (fun s : ℝ => k ⬝ᵥ R + s * (k ⬝ᵥ (e *ᵥ R)))
      (k ⬝ᵥ (e *ᵥ R)) 0 := h
    refine (h'.ofReal_comp.const_mul Complex.I).cexp.congr_deriv ?_
    rw [zero_mul, add_zero]
    ring
  refine ((hopping_hasDerivAt e R (ht R hR)).fun_mul hp).congr_deriv ?_
  rw [deform_mulVec, zero_smul, add_zero]
  ring
```

## Dilation and hermiticity

Let F = c I with c > 0, and suppose t_ab(c R) = c^(−p) t_ab(R), as for hoppings that decay with distance as |R|^(−p) in a crystal with one atom per cell. The phases are unchanged, so

H(c I, k/c) = c^(−p) H(I, k).

The assumption also applies to R = 0 if it is in the set, and forces every t_ab(0), that is, on-site terms and hoppings within a cell, to vanish unless c^(−p) = 1.

```lean
/-- If a dilation by `c > 0` multiplies every hopping by `c^(-p)`, it multiplies the whole Bloch
matrix at the co-moving wave vector by `c^(-p)`. -/
theorem bloch_power_law (S : Finset (n → ℝ)) (t : m → m → (n → ℝ) → ℂ) (k : n → ℝ)
    (c p : ℝ) (hc : 0 < c)
    (ht : ∀ a b, ∀ R ∈ S, t a b (c • R) = ((c ^ (-p) : ℝ) : ℂ) * t a b R) :
    blochMatrix S t (c • 1) (comoving (c • 1) k)
      = ((c ^ (-p) : ℝ) : ℂ) • blochMatrix S t 1 k := by
  have hdet : IsUnit (c • (1 : Matrix n n ℝ)).det := isUnit_iff_ne_zero.mpr (by
    rw [Matrix.det_smul, Matrix.det_one, mul_one]
    exact pow_ne_zero _ hc.ne')
  ext a b
  rw [blochMatrix_comoving S t _ hdet, Matrix.smul_apply, smul_eq_mul]
  simp only [blochMatrix, Matrix.of_apply, Matrix.one_mulVec, Finset.mul_sum]
  refine Finset.sum_congr rfl fun R hR => ?_
  rw [Matrix.smul_mulVec, Matrix.one_mulVec, ht a b R hR, mul_assoc]
```

Now take the undeformed crystal, F = I. If the set is closed under inversion and t_ba(−R) = t_ab(R)*, relabelling R → −R gives

H_ab* = ∑_R t_ba(−R) exp(i k·(−R)) = H_ba.

```lean
/-- The Bloch matrix of the undeformed crystal is Hermitian if the set of lattice vectors is closed
under inversion and `t_ba(-R)` is the complex conjugate of `t_ab(R)`. -/
theorem bloch_isHermitian (S : Finset (n → ℝ)) (t : m → m → (n → ℝ) → ℂ) (k : n → ℝ)
    (hS : ∀ R ∈ S, -R ∈ S) (ht : ∀ a b, ∀ R ∈ S, t b a (-R) = star (t a b R)) :
    (blochMatrix S t 1 k).IsHermitian := by
  refine Matrix.IsHermitian.ext fun a b => ?_
  simp only [blochMatrix, Matrix.of_apply, Matrix.one_mulVec, star_sum]
  -- pair each lattice vector with its inverse
  refine Finset.sum_nbij' (fun R => -R) (fun R => -R) hS hS
    (fun R _ => neg_neg R) (fun R _ => neg_neg R) fun R hR => ?_
  have hp : star (phase k R) = phase k (-R) := by
    rw [phase, phase, Complex.star_def, ← Complex.exp_conj]
    simp [dotProduct_neg]
  rw [star_mul', hp, ht b a R hR]
```

## From the matrix to a band energy

Let H c = E c near s = 0, where c is now an eigenvector, and let primes denote derivatives at s = 0. Differentiation gives

H′c + H c′ = E′c + E c′.

Multiply from the left by c†. Hermiticity gives c†H c′ = E c†c′, which cancels on both sides, and c†c = 1 leaves

E′ = c†H′c.

Hermiticity and normalisation are needed only at s = 0. Differentiability of E and c is assumed; at a band crossing it may fail.

```lean
/-- Hellmann–Feynman theorem: for a differentiable matrix family, Hermitian at `s = 0`, with a
differentiable real eigenvalue and eigenvector, normalised at `s = 0`, the eigenvalue's derivative
there is the expectation value of the matrix derivative. -/
theorem hellmann_feynman [Fintype m] (H : ℝ → Matrix m m ℂ) (H' : Matrix m m ℂ)
    (E : ℝ → ℝ) (E' : ℝ) (c : ℝ → m → ℂ) (c' : m → ℂ)
    (hH : ∀ a b, HasDerivAt (fun s => H s a b) (H' a b) 0)
    (hE : HasDerivAt E E' 0) (hc : ∀ a, HasDerivAt (fun s => c s a) (c' a) 0)
    (hherm : (H 0).IsHermitian) (hnorm : star (c 0) ⬝ᵥ c 0 = 1)
    (heig : ∀ᶠ s in 𝓝 (0 : ℝ), H s *ᵥ c s = (E s : ℂ) • c s) :
    (E' : ℂ) = star (c 0) ⬝ᵥ (H' *ᵥ c 0) := by
  -- differentiate the eigenvalue equation
  have hvec : H' *ᵥ c 0 + H 0 *ᵥ c' = (E' : ℂ) • c 0 + (E 0 : ℂ) • c' := by
    funext a
    have hl : HasDerivAt (fun s => ∑ b, H s a b * c s b)
        (∑ b, (H' a b * c 0 b + H 0 a b * c' b)) 0 :=
      HasDerivAt.fun_sum fun b _ => (hH a b).fun_mul (hc b)
    have hr := hE.ofReal_comp.fun_mul (hc a)
    have heq : (fun s => ∑ b, H s a b * c s b) =ᶠ[𝓝 0] fun s => (E s : ℂ) * c s a :=
      heig.mono fun s hs => congrFun hs a
    have h := hl.unique (hr.congr_of_eventuallyEq heq)
    simpa [Matrix.mulVec, dotProduct, Finset.sum_add_distrib] using h
  -- hermiticity removes the change of the eigenvector
  have h0 : H 0 *ᵥ c 0 = (E 0 : ℂ) • c 0 := heig.self_of_nhds
  have h1 : star (c 0) ᵥ* H 0 = (E 0 : ℂ) • star (c 0) := by
    have h2 := congrArg star h0
    rw [Matrix.star_mulVec, hherm.eq] at h2
    rw [h2]
    ext a
    simp
  have hleft : star (c 0) ⬝ᵥ (H 0 *ᵥ c') = (E 0 : ℂ) * (star (c 0) ⬝ᵥ c') := by
    rw [Matrix.dotProduct_mulVec, h1, smul_dotProduct, smul_eq_mul]
  have h := congrArg (fun v => star (c 0) ⬝ᵥ v) hvec
  simp only [dotProduct_add, dotProduct_smul, smul_eq_mul, hnorm, mul_one] at h
  linear_combination hleft - h
```

Taking the hopping response as H′ gives the strain derivative, at zero strain, of a single band energy followed at the co-moving wave vector. A stress would further require a sum over occupied states, any other energy terms and division by the cell volume.

```lean
/-- For hoppings differentiable at the lattice vectors and a Hermitian Bloch matrix at zero strain,
a differentiable band energy at the co-moving wave vector, with differentiable eigenvector
normalised at zero strain, has as its strain derivative at zero strain the expectation value of the
hopping response. -/
theorem band_stress [Fintype m] (S : Finset (n → ℝ)) (t : m → m → (n → ℝ) → ℂ)
    (e : Matrix n n ℝ) (k : n → ℝ) (E : ℝ → ℝ) (E' : ℝ) (c : ℝ → m → ℂ) (c' : m → ℂ)
    (ht : ∀ a b, ∀ R ∈ S, DifferentiableAt ℝ (t a b) R)
    (hE : HasDerivAt E E' 0) (hc : ∀ a, HasDerivAt (fun s => c s a) (c' a) 0)
    (hherm : (blochMatrix S t 1 k).IsHermitian) (hnorm : star (c 0) ⬝ᵥ c 0 = 1)
    (heig : ∀ᶠ s in 𝓝 (0 : ℝ),
      blochMatrix S t (deform e s) (comoving (deform e s) k) *ᵥ c s = (E s : ℂ) • c s) :
    (E' : ℂ) = star (c 0) ⬝ᵥ (hoppingResponse S t e k *ᵥ c 0) := by
  have hd : deform e 0 = 1 := by simp [deform]
  have hk : comoving (1 : Matrix n n ℝ) k = k := by simp [comoving]
  refine hellmann_feynman
    (fun s => blochMatrix S t (deform e s) (comoving (deform e s) k)) _ E E' c c'
    (fun a b => bloch_stress S t e k a b (ht a b)) hE hc ?_ hnorm heig
  simp only [hd, hk]
  exact hherm

end

end BlochStress
```

```lean
#print axioms BlochStress.bloch_stress
#print axioms BlochStress.bloch_power_law
#print axioms BlochStress.bloch_isHermitian
#print axioms BlochStress.band_stress
```

```
'BlochStress.bloch_stress' depends on axioms: [propext, Classical.choice, Quot.sound]
'BlochStress.bloch_power_law' depends on axioms: [propext, Classical.choice, Quot.sound]
'BlochStress.bloch_isHermitian' depends on axioms: [propext, Classical.choice, Quot.sound]
'BlochStress.band_stress' depends on axioms: [propext, Classical.choice, Quot.sound]
```
